# Gaussian broadening of a finite stick spectrum preserves its area and first moment and adds the line variance times the area to its second moment

Q: Before I believe anything about moments, tell me which objects we are talking about and in which conventions.

A: A stick spectrum is a finite list of poles, with real weights a_k at real energies e_k. This is the shape of a spectral function in Lehmann form when the system has finitely many levels. Energies are plain real numbers, with the unit chosen once and for all.

In Lean 4 with Mathlib:

```lean
import Mathlib

open MeasureTheory Real

namespace GaussianBroadening

noncomputable section
```

A: Each stick is replaced by a normalised Gaussian line of width s, centred at the energy e:

g_e(x) = exp(−(x − e)² / (2s²)) / (s √(2π))

Here s is the standard deviation, not the full width at half maximum. In the code this is `gaussianLine s e x`.

```lean
/-- The Gaussian line shape of width `s` centred at the energy `e`. -/
def gaussianLine (s e x : ℝ) : ℝ :=
  Real.exp (-(x - e) ^ 2 / (2 * s ^ 2)) / (s * Real.sqrt (2 * π))
```

Q: And the broadened spectrum is the sum of these lines?

A: Yes, with the pole weights as coefficients:

A(x) = Σ_k a_k g_{e_k}(x)

The poles are labelled by a finite type `ι`, and `a e : ι → ℝ` are the weights and energies. The same s serves every pole.

```lean
variable {ι : Type*} [Fintype ι] {s : ℝ}

/-- The broadened spectral function: each pole `e k` of weight `a k` carries a Gaussian line. -/
def broadened (a e : ι → ℝ) (s x : ℝ) : ℝ := ∑ k, a k * gaussianLine s (e k) x
```

A: The moments of the unbroadened spectrum are

M_j = Σ_k a_k e_k^j

and the code calls them `stickMoment a e j`. M₀ is the total weight, since e_k⁰ = 1 even for a pole at zero energy.

```lean
/-- The moment of order `j` of the stick spectrum with weights `a k` at energies `e k`. -/
def stickMoment (a e : ι → ℝ) (j : ℕ) : ℝ := ∑ k, a k * e k ^ j
```

Q: What is s physically? You seem to have put it in by hand.

A: It is put in by hand. It stands for a finite energy resolution, or for a smoothing width chosen when a discrete spectrum is plotted. It isn't a lifetime derived from a self-energy, and it doesn't vary with energy.

Q: Then state the claim, and derive it as you would at a blackboard.

A: For s > 0 the claim is

∫ A(x) dx = M₀

∫ x A(x) dx = M₁

∫ x² A(x) dx = M₂ + s² M₀

with all integrals over the real line. Start with one line. Substituting u = x − e and using ∫ exp(−b u²) du = √(π/b) with b = 1/(2s²), the exponential integrates to s √(2π), so the line has unit area. Its slope is

g_e′(x) = −(x − e) g_e(x) / s²

By the product rule,

(xⁿ g_e)′ = n xⁿ⁻¹ g_e − (xⁿ⁺¹ − e xⁿ) g_e / s²

where the first term is absent for n = 0. The function xⁿ g_e vanishes at both ends of the axis, so the left side integrates to zero. Write I_n = ∫ xⁿ g_e(x) dx and multiply by s²:

I_{n+1} = e I_n + s² n I_{n−1}

From I₀ = 1 this gives

I₁ = e

I₂ = e · e + s² · 1 = e² + s²

I₃ = e (e² + s²) + 2s² e = e³ + 3s² e

Now set e = e_k, multiply by a_k and sum over k. The area becomes Σ_k a_k = M₀, the first moment Σ_k a_k e_k = M₁, and the second Σ_k a_k (e_k² + s²) = M₂ + s² M₀.

Q: So broadening affects only the second moment?

A: Only among these three, and even that one stays put if M₀ = 0. The same sum with I₃ gives

∫ x³ A(x) dx = M₃ + 3s² M₁

so the third moment changes whenever M₁ ≠ 0.

Q: Give me numbers.

A: Take weight 3 at energy 0 and weight 1 at energy 2, with s = 1/2. Then M₀ = 4, M₁ = 2, M₂ = 4 and M₃ = 8. The broadened spectrum has area 4, first moment 2, second moment 4 + (1/4)·4 = 5 and third moment 8 + 3·(1/4)·2 = 9.5.

Q: Now the formal side. Mathlib gives the value 0 to the integral of a function that isn't integrable. Could your equations be true for that empty reason?

A: No, because convergence is proved separately. The first lemma shows that x^m (x − e)^n g_e(x) is integrable for all natural m and n. It goes by induction on m. For m = 0 the function is a shifted power times a Gaussian, which Mathlib knows to be integrable. For the next m, one factor x is written as (x − e) + e, which leaves two functions already covered by the induction hypothesis. That is why the hypothesis is kept general in n.

```lean
/-- A Gaussian line times powers of the energy and of the detuning is integrable. -/
theorem integrable_line (hs : 0 < s) (e : ℝ) (m n : ℕ) :
    Integrable (fun x : ℝ => x ^ m * (x - e) ^ n * gaussianLine s e x) := by
  induction m generalizing n with
  | zero =>
    have hb : 0 < 1 / (2 * s ^ 2) := by positivity
    have hn : (-1 : ℝ) < (n : ℝ) := by
      have := Nat.cast_nonneg (α := ℝ) n
      linarith
    have h := (integrable_rpow_mul_exp_neg_mul_sq hb hn).comp_sub_right e
    refine (h.div_const (s * Real.sqrt (2 * π))).congr (Filter.Eventually.of_forall fun x => ?_)
    simp only [Real.rpow_natCast, pow_zero, one_mul, gaussianLine]
    rw [show -(1 / (2 * s ^ 2)) * (x - e) ^ 2 = -(x - e) ^ 2 / (2 * s ^ 2) by ring]
    ring
  | succ m ih =>
    -- write one factor `x` as `(x - e) + e`
    refine ((ih (n + 1)).add ((ih n).const_mul e)).congr
      (Filter.Eventually.of_forall fun x => ?_)
    simp only [Pi.add_apply, pow_succ]
    ring
```

Q: And the unit area is the substitution you made?

A: Yes. In `line_area`, `h` is the translation, `hr` simplifies √(π/b) to s √(2π), and the `calc` block takes out the constant prefactor and applies `integral_gaussian`.

```lean
/-- The Gaussian line has unit area. -/
theorem line_area (hs : 0 < s) (e : ℝ) : ∫ x, gaussianLine s e x = 1 := by
  have h : ∫ x : ℝ, Real.exp (-(1 / (2 * s ^ 2)) * (x - e) ^ 2)
      = ∫ x : ℝ, Real.exp (-(1 / (2 * s ^ 2)) * x ^ 2) :=
    integral_sub_right_eq_self (fun x : ℝ => Real.exp (-(1 / (2 * s ^ 2)) * x ^ 2)) e
  have hr : Real.sqrt (π / (1 / (2 * s ^ 2))) = s * Real.sqrt (2 * π) := by
    rw [show π / (1 / (2 * s ^ 2)) = s ^ 2 * (2 * π) by
      rw [div_div_eq_mul_div, div_one]; ring, Real.sqrt_mul (sq_nonneg s), Real.sqrt_sq hs.le]
  have hc : s * Real.sqrt (2 * π) ≠ 0 := by positivity
  calc ∫ x, gaussianLine s e x
      = (∫ x : ℝ, Real.exp (-(1 / (2 * s ^ 2)) * (x - e) ^ 2)) / (s * Real.sqrt (2 * π)) := by
        rw [← integral_div]
        refine integral_congr_ae (Filter.Eventually.of_forall fun x => ?_)
        simp only [gaussianLine]
        rw [show -(1 / (2 * s ^ 2)) * (x - e) ^ 2 = -(x - e) ^ 2 / (2 * s ^ 2) by ring]
    _ = 1 := by rw [h, integral_gaussian, hr, div_self hc]
```

A: The slope formula is next. The chain rule is applied first to the exponent and then to the exponential.

```lean
/-- The slope of the Gaussian line is the line times minus the detuning over `s ^ 2`. -/
theorem hasDerivAt_line (s e x : ℝ) :
    HasDerivAt (fun y => gaussianLine s e y) (-(x - e) / s ^ 2 * gaussianLine s e x) x := by
  have h1 : HasDerivAt (fun y : ℝ => -(y - e) ^ 2 / (2 * s ^ 2)) (-(x - e) / s ^ 2) x := by
    have h := ((((hasDerivAt_id' x).sub_const e).fun_pow 2).fun_neg).div_const (2 * s ^ 2)
    refine h.congr_deriv ?_
    show -(((2 : ℕ) : ℝ) * (x - e) ^ 1 * 1) / (2 * s ^ 2) = _
    push_cast
    ring
  refine (h1.exp.div_const (s * Real.sqrt (2 * π))).congr_deriv ?_
  simp only [gaussianLine]
  ring
```

Q: By hand you dropped a boundary term. Where does that happen in the proof?

A: In the step named `h0` of `line_recursion`. It uses a Mathlib theorem saying that if a function and its derivative are both integrable on the real line, the derivative integrates to zero. The integrability lemma supplies both conditions, so no separate limit at infinity is needed. The product rule identifies the derivative, and the remaining lines split the integral by linearity and multiply through by s². The result is the recursion for I_{n+1}, with n I_{n−1} written as the integral of `n * x ^ (n - 1)` against the line.

```lean
/-- Recursion for the moments of one line: the moment of order `n + 1` is `e` times the moment of
order `n` plus `s ^ 2` times the integral of the derivative of `x ^ n` against the line. -/
theorem line_recursion (hs : 0 < s) (e : ℝ) (n : ℕ) :
    ∫ x, x ^ (n + 1) * gaussianLine s e x
      = e * (∫ x, x ^ n * gaussianLine s e x)
        + s ^ 2 * ∫ x, (n * x ^ (n - 1)) * gaussianLine s e x := by
  have hi : ∀ m : ℕ, Integrable (fun x : ℝ => x ^ m * gaussianLine s e x) := fun m => by
    simpa using integrable_line hs e m 0
  have hd : Integrable (fun x : ℝ => (n * x ^ (n - 1)) * gaussianLine s e x) := by
    simpa only [mul_assoc] using (hi (n - 1)).const_mul (n : ℝ)
  have hq : Integrable (fun x : ℝ => x ^ (n + 1) * gaussianLine s e x
      - e * (x ^ n * gaussianLine s e x)) := (hi (n + 1)).sub ((hi n).const_mul e)
  -- the total derivative of `x ^ n` times the line integrates to zero
  have h0 : ∫ x : ℝ, ((n * x ^ (n - 1)) * gaussianLine s e x
      - (s ^ 2)⁻¹ * (x ^ (n + 1) * gaussianLine s e x
        - e * (x ^ n * gaussianLine s e x))) = 0 := by
    refine integral_eq_zero_of_hasDerivAt_of_integrable
      (f := fun x : ℝ => x ^ n * gaussianLine s e x) (fun x => ?_)
      (hd.sub (hq.const_mul _)) (hi n)
    refine ((hasDerivAt_pow n x).fun_mul (hasDerivAt_line s e x)).congr_deriv ?_
    ring
  have hs2 : s ^ 2 ≠ 0 := by positivity
  rw [integral_sub hd (hq.const_mul _), integral_const_mul (s ^ 2)⁻¹,
    integral_sub (hi (n + 1)) ((hi n).const_mul e), integral_const_mul e, sub_eq_zero] at h0
  rw [h0, mul_inv_cancel_left₀ hs2]
  ring
```

A: Setting n = 0, 1 and 2 in turn gives I₁, I₂ and I₃. Each step feeds in the values already found. Simplification is enough for I₁, and `linear_combination` settles the algebra for I₂ and I₃.

```lean
/-- The first three moments of one Gaussian line centred at `e`. -/
theorem line_moments (hs : 0 < s) (e : ℝ) :
    ∫ x, x * gaussianLine s e x = e ∧
    ∫ x, x ^ 2 * gaussianLine s e x = e ^ 2 + s ^ 2 ∧
    ∫ x, x ^ 3 * gaussianLine s e x = e ^ 3 + 3 * s ^ 2 * e := by
  have h1 : ∫ x, x * gaussianLine s e x = e := by
    simpa [line_area hs e] using line_recursion hs e 0
  have h2 : ∫ x, x ^ 2 * gaussianLine s e x = e ^ 2 + s ^ 2 := by
    have h := line_recursion hs e 1
    simp [line_area hs e, h1] at h
    linear_combination h
  have h3 := line_recursion hs e 2
  simp [mul_assoc, integral_const_mul, h1, h2] at h3
  exact ⟨h1, h2, by linear_combination h3⟩
```

Q: You still have to exchange the sum and the integral.

A: The sum is finite, so linearity suffices once each term is integrable. `broadened_moment` does this for every order n. Its first half says that xⁿ A(x) is integrable, and its second half that the integral is the weighted sum of the line moments. This is the full answer to your worry about empty equations.

```lean
/-- Every moment integral of the broadened spectrum converges and is the weighted sum of the
moments of its lines. -/
theorem broadened_moment (a e : ι → ℝ) (hs : 0 < s) (n : ℕ) :
    Integrable (fun x : ℝ => x ^ n * broadened a e s x) ∧
    ∫ x, x ^ n * broadened a e s x = ∑ k, a k * ∫ x, x ^ n * gaussianLine s (e k) x := by
  have hk : ∀ k, Integrable (fun x : ℝ => a k * (x ^ n * gaussianLine s (e k) x)) := fun k => by
    have h := integrable_line hs (e k) n 0
    simp only [pow_zero, mul_one] at h
    exact h.const_mul (a k)
  have hx : (fun x : ℝ => x ^ n * broadened a e s x)
      = fun x => ∑ k, a k * (x ^ n * gaussianLine s (e k) x) := by
    funext x
    simp only [broadened, Finset.mul_sum]
    exact Finset.sum_congr rfl fun k _ => by ring
  rw [hx]
  refine ⟨MeasureTheory.integrable_finsetSum _ fun k _ => hk k, ?_⟩
  rw [MeasureTheory.integral_finsetSum _ fun k _ => hk k]
  simp only [integral_const_mul]
```

Q: Then read me the main theorem as it stands.

A: For any finite family of real weights `a` and real energies `e`, and any real `s` with `0 < s`, three equations hold together. The integral of the broadened spectrum is `stickMoment a e 0`, the integral of x times it is `stickMoment a e 1`, and the integral of x² times it is `stickMoment a e 2 + s ^ 2 * stickMoment a e 0`. The weights may have either sign and needn't sum to one. The proof inserts the line moments into `broadened_moment` for n = 0, 1 and 2. In the third case the two sums are matched pole by pole.

```lean
/-- Gaussian broadening keeps the total weight and the first moment of a stick spectrum and adds `s
^ 2` times the total weight to the second moment. -/
theorem broadened_moments (a e : ι → ℝ) (hs : 0 < s) :
    ∫ x, broadened a e s x = stickMoment a e 0 ∧
    ∫ x, x * broadened a e s x = stickMoment a e 1 ∧
    ∫ x, x ^ 2 * broadened a e s x = stickMoment a e 2 + s ^ 2 * stickMoment a e 0 := by
  refine ⟨?_, ?_, ?_⟩
  · simpa [stickMoment, line_area hs] using (broadened_moment a e hs 0).2
  · simpa [stickMoment, (line_moments hs _).1] using (broadened_moment a e hs 1).2
  · rw [(broadened_moment a e hs 2).2]
    simp only [stickMoment, Finset.mul_sum, ← Finset.sum_add_distrib]
    exact Finset.sum_congr rfl fun k _ => by rw [(line_moments hs (e k)).2.1]; ring
```

Q: Is `hs : 0 < s` doing any work? The exponent only contains s².

A: The prefactor contains s itself. Take one pole of weight 1 at energy 0 and put s = −1. The exponential is the same as for s = 1, but the prefactor is −1/√(2π), so the area is −1 while M₀ = 1. The first equation fails.

Q: What about the third moment you mentioned?

A: It has its own theorem, proved in the same way from I₃.

```lean
/-- The third moment of the broadened spectrum differs from that of the stick spectrum by
`3 * s ^ 2` times the first moment. -/
theorem broadened_third_moment (a e : ι → ℝ) (hs : 0 < s) :
    ∫ x, x ^ 3 * broadened a e s x = stickMoment a e 3 + 3 * s ^ 2 * stickMoment a e 1 := by
  rw [(broadened_moment a e hs 3).2]
  simp only [stickMoment, Finset.mul_sum, ← Finset.sum_add_distrib]
  exact Finset.sum_congr rfl fun k _ => by rw [(line_moments hs (e k)).2.2]; ring
```

Q: In practice I would look at the width of a spectrum, not at a raw second moment.

A: Then divide by the area, which requires M₀ ≠ 0. The variance of the normalised broadened spectrum is

(M₂ + s² M₀)/M₀ − (M₁/M₀)² = M₂/M₀ − (M₁/M₀)² + s²

so it exceeds the stick value by exactly s². In the numerical example the variance goes from 4/4 − (2/4)² = 3/4 to 5/4 − 1/4 = 1, a rise of 1/4 = s². The condition M₀ ≠ 0 is the hypothesis `h0` of `broadened_variance`. It says that there is net spectral weight to normalise by. With weight 1 at one energy and −1 at another, there is none.

The proof substitutes the three moments from the main theorem and cancels M₀ in the added term.

```lean
/-- For a spectrum of nonzero total weight, broadening adds exactly `s ^ 2` to the variance of
the normalised spectrum. -/
theorem broadened_variance (a e : ι → ℝ) (hs : 0 < s) (h0 : stickMoment a e 0 ≠ 0) :
    (∫ x, x ^ 2 * broadened a e s x) / (∫ x, broadened a e s x)
        - ((∫ x, x * broadened a e s x) / (∫ x, broadened a e s x)) ^ 2
      = stickMoment a e 2 / stickMoment a e 0
        - (stickMoment a e 1 / stickMoment a e 0) ^ 2 + s ^ 2 := by
  obtain ⟨m0, m1, m2⟩ := broadened_moments a e hs
  rw [m0, m1, m2, add_div, mul_div_cancel_right₀ _ h0]
  ring

end

end GaussianBroadening
```

```lean
#print axioms GaussianBroadening.broadened_moments
#print axioms GaussianBroadening.broadened_third_moment
#print axioms GaussianBroadening.broadened_variance
```

```
'GaussianBroadening.broadened_moments' depends on axioms: [propext, Classical.choice, Quot.sound]
'GaussianBroadening.broadened_third_moment' depends on axioms: [propext, Classical.choice, Quot.sound]
'GaussianBroadening.broadened_variance' depends on axioms: [propext, Classical.choice, Quot.sound]
```

Q: Does "variance" mean anything when some weights are negative?

A: In general it is then just the algebraic expression above, and it can even be negative. With weight 2 at energy 0 and weight −1 at energy 1, one has M₀ = 1 and M₁ = M₂ = −1, so the stick value is −1 − 1 = −2. Broadening still adds s². For non-negative weights with a positive sum, as in a diagonal fermionic spectral function with some weight in it, it is the usual variance of a probability distribution.

Q: So what does the formal statement leave out of my physics?

A: It starts from the pole list. Nothing in it derives the a_k and e_k from a Hamiltonian, or builds the Green's function whose spectrum they describe. Complex weights, which off-diagonal elements can have, are not covered. Neither are infinitely many poles, a continuum, widths that differ from pole to pole, or line shapes other than the Gaussian. The integrals also run over the whole real axis, whereas a plotted spectrum is cut off at the edges of its window.

Q: And where would I meet the result?

A: When you compare a smoothed spectrum with sum rules for its moments. For a finite pole list broadened by one common Gaussian width, the area and first moment can be compared directly, while s² M₀ has to be subtracted from the second moment first.
